# In a stable Bethe–Salpeter problem with real blocks, no sorted excitation energy lies above its Tamm–Dancoff counterpart

After solving a Bethe–Salpeter problem with and without the coupling block, one can sort both lists of excitation energies and compare them line by line. For finite real symmetric blocks $A$ (resonant) and $B$ (coupling), with $A+B$ and $A-B$ positive definite, a full energy above its Tamm–Dancoff partner by more than the numerical error of the two solutions signals a mistake.

```lean
import Mathlib

open Matrix

namespace TammDancoffOrderedSpectrum

noncomputable section

variable {n : ℕ}
```

Here `n` is the number of electron–hole transitions in the basis.

```lean
/-- The full Bethe-Salpeter matrix `[[A, B], [-B, -A]]` with resonant block `A` and coupling
block `B`. -/
def fullMatrix (A B : Matrix (Fin n) (Fin n) ℝ) : Matrix (Fin n ⊕ Fin n) (Fin n ⊕ Fin n) ℝ :=
  fromBlocks A B (-B) (-A)
```

This is $H=\begin{pmatrix}A&B\\-B&-A\end{pmatrix}$. `Matrix (Fin n) (Fin n) ℝ` means a real $n\times n$ matrix, with indices starting at 0.

```lean
/-- The positive eigenvalues of the full problem, with algebraic multiplicity. -/
def excitationEnergies (A B : Matrix (Fin n) (Fin n) ℝ) : Multiset ℝ :=
  (fullMatrix A B).charpoly.roots.filter (fun z => 0 < z)
```

The excitation energies are the positive real roots of the characteristic polynomial of $H$. A `Multiset` keeps repeated roots.

```lean
/-- The real eigenvalues of the Tamm-Dancoff matrix `A`, with algebraic multiplicity. -/
def tdaEnergies (A : Matrix (Fin n) (Fin n) ℝ) : Multiset ℝ := A.charpoly.roots
```

The Tamm–Dancoff energies are all the real roots of the characteristic polynomial of $A$; no positivity filter is applied here.

```lean
/-- The levels `e 0 ≤ e 1 ≤ ...` list the multiset `s` in increasing order. -/
def ListsInOrder (e : Fin n → ℝ) (s : Multiset ℝ) : Prop :=
  Monotone e ∧ Finset.univ.val.map e = s
```

`ListsInOrder e s` says that $e_0\le e_1\le\dots$ and that these values are exactly `s`, repetitions included.

```lean
/-- A matrix with an invertible matrix `T` of eigenvectors has the corresponding eigenvalues `d`
as the roots of its characteristic polynomial. -/
theorem roots_of_eigenvectors {m : Type*} [Fintype m] [DecidableEq m] {H T T' : Matrix m m ℝ}
    {d : m → ℝ} (h : H * T = T * diagonal d) (hT : T * T' = 1) :
    H.charpoly.roots = Finset.univ.val.map d := by
  have h1 : H.charpoly = (diagonal d).charpoly := by
    calc H.charpoly = (T * (diagonal d * T')).charpoly := by
          rw [← mul_assoc, ← h, mul_assoc, hT, mul_one]
      _ = (diagonal d * T' * T).charpoly := Matrix.charpoly_mul_comm _ _
      _ = _ := by rw [mul_assoc, mul_eq_one_comm.mp hT, mul_one]
  have h2 : (diagonal d).charmatrix =
      diagonal (fun i => Polynomial.X - Polynomial.C (d i)) := by
    refine Matrix.ext fun i j => ?_
    by_cases hij : i = j
    · subst hij
      simp
    · simp [hij]
  have h3 : (diagonal d).charpoly =
      ((Finset.univ.val.map d).map (fun a => Polynomial.X - Polynomial.C a)).prod := by
    rw [Matrix.charpoly, h2, det_diagonal, Multiset.map_map]
    rfl
  rw [h1, h3, Polynomial.roots_multiset_prod_X_sub_C]
```

If $HT=TD$ with $T$ invertible and $D$ diagonal, then $H=TDT^{-1}$ has the characteristic polynomial $\prod_i(X-d_i)$, so its roots are the $d_i$.

```lean
/-- A real symmetric matrix has an orthogonal matrix of eigenvectors. -/
theorem orthogonal_eigenvectors {A : Matrix (Fin n) (Fin n) ℝ} (hA : A.IsHermitian) :
    ∃ (U : Matrix (Fin n) (Fin n) ℝ) (d : Fin n → ℝ), Uᵀ * U = 1 ∧ A * U = U * diagonal d := by
  refine ⟨Matrix.of fun i j => (hA.eigenvectorBasis j).ofLp i, hA.eigenvalues, ?_, ?_⟩
  · refine Matrix.ext fun i j => ?_
    have h := orthonormal_iff_ite.mp hA.eigenvectorBasis.orthonormal i j
    rw [PiLp.inner_apply] at h
    simpa [Matrix.mul_apply, Matrix.one_apply, mul_comm] using h
  · refine Matrix.ext fun i j => ?_
    have h := congrFun (hA.mulVec_eigenvectorBasis j) i
    rw [Matrix.mul_diagonal]
    simpa [Matrix.mul_apply, Matrix.mulVec, dotProduct, mul_comm] using h
```

This is the spectral theorem: $U^TU=1$ and $AU=U\,\mathrm{diag}(d)$.

```lean
/-- If the columns of `T` diagonalise the quadratic form `Q`, the form is a sum of squares of the
amplitudes `e` weighted by `d`. -/
theorem form_in_modes {Q T : Matrix (Fin n) (Fin n) ℝ} {d : Fin n → ℝ}
    (h : Tᵀ * Q * T = diagonal d) (e : Fin n → ℝ) :
    (T *ᵥ e) ⬝ᵥ (Q *ᵥ (T *ᵥ e)) = ∑ i, d i * e i ^ 2 := by
  have h1 : (T *ᵥ e) ⬝ᵥ (Q *ᵥ (T *ᵥ e)) = e ⬝ᵥ ((Tᵀ * Q * T) *ᵥ e) := by
    rw [← mulVec_mulVec, ← mulVec_mulVec, dotProduct_mulVec e Tᵀ, vecMul_transpose]
  rw [h1, h]
  simp only [dotProduct, mulVec_diagonal]
  exact Finset.sum_congr rfl fun i _ => by ring
```

If $T^TQT=\mathrm{diag}(d)$, then $x=Te$ gives $x^TQx=\sum_i d_ie_i^2$. Lean writes `*ᵥ` for matrix times vector and `⬝ᵥ` for the dot product.

```lean
/-- A positive definite form has positive weights in every invertible set of modes that
diagonalises it. -/
theorem weights_pos {Q T R : Matrix (Fin n) (Fin n) ℝ} {d : Fin n → ℝ} (hQ : Q.PosDef)
    (hR : R * T = 1) (h : Tᵀ * Q * T = diagonal d) (j : Fin n) : 0 < d j := by
  have hx : T *ᵥ Pi.single j 1 ≠ 0 := by
    intro h0
    have h1 := congrArg (fun v => R *ᵥ v) h0
    simp only [mulVec_mulVec, hR, one_mulVec, mulVec_zero] at h1
    have h2 := congrFun h1 j
    simp at h2
  have h3 := hQ.dotProduct_mulVec_pos hx
  rw [star_trivial, form_in_modes h] at h3
  simpa [Pi.single_apply, ite_pow] using h3
```

Let $Q$ be positive definite and $T$ invertible. Taking $e$ as the $j$-th unit vector gives $Te\ne0$, so $d_j=(Te)^TQ(Te)>0$.

```lean
/-- For `A + B` and `A - B` positive definite, `A` is symmetric and one invertible matrix `F`
satisfies `F Fᵀ = A - B` and `Fᵀ (A + B) F = diag (w²)` with all `w` positive. -/
theorem exists_modes {A B : Matrix (Fin n) (Fin n) ℝ} (hP : (A + B).PosDef)
    (hM : (A - B).PosDef) : A.IsHermitian ∧
    ∃ (F R : Matrix (Fin n) (Fin n) ℝ) (w : Fin n → ℝ), (∀ j, 0 < w j) ∧ F * R = 1 ∧
      F * Fᵀ = A - B ∧ Fᵀ * (A + B) * F = diagonal (fun j => w j ^ 2) := by
  constructor
  · refine Matrix.ext fun i j => ?_
    have h1 := hP.isHermitian.apply i j
    have h2 := hM.isHermitian.apply i j
    simp only [star_trivial, Matrix.add_apply, Matrix.sub_apply] at h1 h2
    simp only [conjTranspose_apply, star_trivial]
    linarith
  -- a square-root factor of A - B
  obtain ⟨C, hC⟩ : ∃ C : Matrix (Fin n) (Fin n) ℝ, C * Cᵀ = A - B := by
    obtain ⟨U, μ, hU, hMU⟩ := orthogonal_eigenvectors hM.isHermitian
    have hμ := weights_pos (d := μ) hM hU (by rw [mul_assoc, hMU, ← mul_assoc, hU, one_mul])
    have hs : diagonal (fun j => √(μ j)) * diagonal (fun j => √(μ j)) = diagonal μ := by
      rw [diagonal_mul_diagonal]
      congr 1
      funext j
      exact Real.mul_self_sqrt (hμ j).le
    refine ⟨U * diagonal (fun j => √(μ j)), ?_⟩
    calc _ = U * (diagonal (fun j => √(μ j)) * diagonal (fun j => √(μ j))) * Uᵀ := by
          simp only [transpose_mul, diagonal_transpose, mul_assoc]
      _ = A - B := by rw [hs, ← hMU, mul_assoc, mul_eq_one_comm.mp hU, mul_one]
  -- diagonalise the symmetric matrix Cᵀ (A + B) C
  have hS : (Cᵀ * (A + B) * C).IsHermitian := by
    simpa only [conjTranspose_eq_transpose_of_trivial] using
      isHermitian_conjTranspose_mul_mul C hP.isHermitian
  obtain ⟨O, d, hO, hSO⟩ := orthogonal_eigenvectors hS
  have hFF : C * O * (C * O)ᵀ = A - B := by
    calc _ = C * (O * Oᵀ) * Cᵀ := by simp only [transpose_mul, mul_assoc]
      _ = _ := by rw [mul_eq_one_comm.mp hO, mul_one, hC]
  have hFPF : (C * O)ᵀ * (A + B) * (C * O) = diagonal d := by
    calc _ = Oᵀ * (Cᵀ * (A + B) * C * O) := by simp only [transpose_mul, mul_assoc]
      _ = _ := by rw [hSO, ← mul_assoc, hO, one_mul]
  have hFR : C * O * ((C * O)ᵀ * (A - B)⁻¹) = 1 := by
    rw [← mul_assoc, hFF, mul_nonsing_inv _ hM.det_pos.ne'.isUnit]
  have hd := weights_pos hP (mul_eq_one_comm.mp hFR) hFPF
  refine ⟨C * O, _, fun j => √(d j), fun j => Real.sqrt_pos.mpr (hd j), hFR, hFF, ?_⟩
  rw [hFPF]
  congr 1
  funext j
  exact (Real.sq_sqrt (hd j).le).symm
```

`PosDef` includes symmetry, so $A$, half the sum of $A+B$ and $A-B$, is symmetric. "Stable" in the title means that $A+B$ and $A-B$ are both positive definite. In time-dependent Hartree–Fock with real orbitals, whose equations have the same form, this says that every small electron–hole admixture of the kind described by the basis, with real or complex amplitudes, raises the energy of the reference determinant at second order.

Write $A-B=CC^T$, with $C=U\,\mathrm{diag}(\sqrt{\mu})$ built from the eigenvectors and eigenvalues of $A-B$. Diagonalise $C^T(A+B)C$ by an orthogonal $O$ and set $F=CO$. Then
$$FF^T=A-B,\qquad F^T(A+B)F=\mathrm{diag}(w^2),\qquad w_j>0.$$

```lean
/-- If an invertible `F` satisfies `F Fᵀ = A - B` and `Fᵀ (A + B) F = diag (w²)` with `w`
positive, the excitation energies of the full problem are exactly the `w`. -/
theorem excitationEnergies_eq {A B F R : Matrix (Fin n) (Fin n) ℝ} {w : Fin n → ℝ}
    (hw : ∀ j, 0 < w j) (hFR : F * R = 1) (hFF : F * Fᵀ = A - B)
    (hFPF : Fᵀ * (A + B) * F = diagonal (fun j => w j ^ 2)) :
    excitationEnergies A B = Finset.univ.val.map w := by
  have hRF : Rᵀ * Fᵀ = 1 := by rw [← transpose_mul, hFR, transpose_one]
  obtain ⟨V, hV⟩ : ∃ V, V = Rᵀ * diagonal w := ⟨_, rfl⟩
  obtain ⟨V', hV'⟩ : ∃ V', V' = diagonal (fun j => (w j)⁻¹) * Fᵀ := ⟨_, rfl⟩
  have hVV : V * V' = 1 := by
    have hi : diagonal w * diagonal (fun j => (w j)⁻¹) = 1 := by
      rw [diagonal_mul_diagonal, ← diagonal_one]
      congr 1
      funext j
      exact mul_inv_cancel₀ (hw j).ne'
    rw [hV, hV', mul_assoc, ← mul_assoc (diagonal w), hi, one_mul, hRF]
  have h1 : (A - B) * V = F * diagonal w := by
    rw [← hFF, hV, mul_assoc, ← mul_assoc Fᵀ, mul_eq_one_comm.mp hRF, one_mul]
  have h2 : (A + B) * F = V * diagonal w := by
    calc (A + B) * F = Rᵀ * Fᵀ * ((A + B) * F) := by rw [hRF, one_mul]
      _ = Rᵀ * (Fᵀ * (A + B) * F) := by simp only [mul_assoc]
      _ = _ := by
        rw [hFPF, hV, mul_assoc, diagonal_mul_diagonal]
        simp only [pow_two]
  -- the eigenvectors (X, Y) and (Y, X) belong to w and -w
  have hT : fromBlocks (F + V) (F - V) (F - V) (F + V) *
      fromBlocks (R + V') (R - V') (R - V') (R + V') = (4 : ℝ) • 1 := by
    have e1 : (F + V) * (R + V') + (F - V) * (R - V') = (4 : ℝ) • 1 := by
      have e : (F + V) * (R + V') + (F - V) * (R - V') =
        F * R + F * R + (V * V' + V * V') := by noncomm_ring
      rw [e, hFR, hVV]
      module
    have e2 : (F + V) * (R - V') + (F - V) * (R + V') = 0 := by
      have e : (F + V) * (R - V') + (F - V) * (R + V') =
        F * R + F * R - (V * V' + V * V') := by noncomm_ring
      rw [e, hFR, hVV, sub_self]
    rw [← fromBlocks_one, fromBlocks_smul, fromBlocks_multiply, smul_zero]
    exact fromBlocks_inj.mpr ⟨e1, e2, by rw [add_comm, e2], by rw [add_comm, e1]⟩
  have hD : diagonal (Sum.elim w (fun j => -w j)) =
      fromBlocks (diagonal w) 0 0 (-diagonal w) := by
    rw [← fromBlocks_diagonal, diagonal_neg]
  have hH : fullMatrix A B * fromBlocks (F + V) (F - V) (F - V) (F + V) =
      fromBlocks (F + V) (F - V) (F - V) (F + V) * diagonal (Sum.elim w (fun j => -w j)) := by
    rw [hD, fullMatrix, fromBlocks_multiply, fromBlocks_multiply]
    refine fromBlocks_inj.mpr ⟨?_, ?_, ?_, ?_⟩
    · linear_combination (norm := noncomm_ring) h2 + h1
    · linear_combination (norm := noncomm_ring) h2 - h1
    · linear_combination (norm := noncomm_ring) h1 - h2
    · linear_combination (norm := noncomm_ring) -h2 - h1
  have hr := roots_of_eigenvectors hH
    (T' := (1 / 4 : ℝ) • fromBlocks (R + V') (R - V') (R - V') (R + V'))
    (by rw [mul_smul_comm, hT, smul_smul]; norm_num)
  have hsum : (Finset.univ : Finset (Fin n ⊕ Fin n)).val.map (Sum.elim w (fun j => -w j)) =
      Finset.univ.val.map w + Finset.univ.val.map (fun j => -w j) := by
    change Multiset.map _ (Multiset.disjSum Finset.univ.val Finset.univ.val) = _
    simp only [Multiset.disjSum, Multiset.map_add, Multiset.map_map, Function.comp_def,
      Sum.elim_inl, Sum.elim_inr]
  rw [excitationEnergies, hr, hsum, Multiset.filter_add, Multiset.filter_eq_self.mpr,
    Multiset.filter_eq_nil.mpr, add_zero]
  · intro z hz
    obtain ⟨j, -, rfl⟩ := Multiset.mem_map.mp hz
    linarith [hw j]
  · intro z hz
    obtain ⟨j, -, rfl⟩ := Multiset.mem_map.mp hz
    exact hw j
```

Let $R=F^{-1}$ and $V=R^T\mathrm{diag}(w)$. For columns $f,v$ of $F,V$,
$$(A+B)f=wv,\qquad (A-B)v=wf.$$
With $X=f+v$ and $Y=f-v$, adding and subtracting gives $AX+BY=wX$ and $-BX-AY=wY$. Thus $(X,Y)$ belongs to $w$ and $(Y,X)$ to $-w$; `linear_combination` checks this blockwise. Dividing by $2\sqrt w$ normalises to $X^TX-Y^TY=1$. The $2n$ vectors $(X,Y)$ and $(Y,X)$ are the columns of an invertible matrix (`hT`), so by `roots_of_eigenvectors` the roots are exactly the $w_j$ and the $-w_j$, repetitions included. The filter keeps the $w_j$.

```lean
/-- For `A + B` and `A - B` positive definite, the Tamm-Dancoff matrix and the full problem each
have exactly `n` energies, which can be listed in increasing order. -/
theorem exists_ordered_energies {A B : Matrix (Fin n) (Fin n) ℝ} (hP : (A + B).PosDef)
    (hM : (A - B).PosDef) : ∃ a ω : Fin n → ℝ,
      ListsInOrder a (tdaEnergies A) ∧ ListsInOrder ω (excitationEnergies A B) := by
  have key : ∀ f : Fin n → ℝ, ∃ e : Fin n → ℝ, ListsInOrder e (Finset.univ.val.map f) := by
    intro f
    have h : Finset.univ.val.map (Tuple.sort f) = Finset.univ.val :=
      congrArg Finset.val (Finset.map_univ_equiv (Tuple.sort f))
    exact ⟨f ∘ Tuple.sort f, Tuple.monotone_sort f, by rw [← Multiset.map_map, h]⟩
  obtain ⟨hA, F, R, w, hw, hFR, hFF, hFPF⟩ := exists_modes hP hM
  obtain ⟨U, d, hU, hAU⟩ := orthogonal_eigenvectors hA
  rw [tdaEnergies, roots_of_eigenvectors hAU (mul_eq_one_comm.mp hU),
    excitationEnergies_eq hw hFR hFF hFPF]
  obtain ⟨a, ha⟩ := key d
  obtain ⟨ω, hω⟩ := key w
  exact ⟨a, ω, ha, hω⟩
```

Both spectra therefore have $n$ entries, which can be sorted. Positive semidefiniteness of $A-B$ would not suffice: for $n=1$ and $A=B=1$, both eigenvalues of $H$ are zero, and there is no positive energy to list.

```lean
/-- Amplitudes confined to the set `I` can satisfy one linear condition for each element of `J`
without all vanishing, if `J` has fewer elements than `I`. -/
theorem exists_constrained (N : Matrix (Fin n) (Fin n) ℝ) (I J : Finset (Fin n))
    (h : J.card < I.card) :
    ∃ c : Fin n → ℝ, c ≠ 0 ∧ (∀ i ∉ I, c i = 0) ∧ ∀ j ∈ J, (N *ᵥ c) j = 0 := by
  let L : (Fin n → ℝ) →ₗ[ℝ] ((↥(Iᶜ) → ℝ) × (↥J → ℝ)) :=
    (LinearMap.funLeft ℝ ℝ Subtype.val).prod
      ((LinearMap.funLeft ℝ ℝ Subtype.val).comp N.mulVecLin)
  have hr : Module.finrank ℝ ((↥(Iᶜ) → ℝ) × (↥J → ℝ)) < Module.finrank ℝ (Fin n → ℝ) := by
    have h1 : I.card ≤ n := by simpa using I.card_le_univ
    simp only [Module.finrank_prod, Module.finrank_fintype_fun_eq_card, Fintype.card_coe,
      Finset.card_compl, Fintype.card_fin]
    omega
  obtain ⟨c, hc, hne⟩ := Submodule.exists_mem_ne_zero_of_ne_bot
    (LinearMap.ker_ne_bot_of_finrank_lt (f := L) hr)
  have hc' : L c = 0 := LinearMap.mem_ker.mp hc
  exact ⟨c, hne, fun i hi => congrFun (congrArg Prod.fst hc') ⟨i, Finset.mem_compl.mpr hi⟩,
    fun j hj => congrFun (congrArg Prod.snd hc') ⟨j, hj⟩⟩
```

Restricting $c$ to $I$ and imposing $|J|$ further conditions gives $n-|I|+|J|<n$ linear equations, so a nonzero solution exists.

```lean
/-- For `A + B` and `A - B` positive definite, the `k`-th excitation energy of the full problem is
at most the `k`-th Tamm-Dancoff energy, for every `k`. -/
theorem excitation_le_tammDancoff {A B : Matrix (Fin n) (Fin n) ℝ} (hP : (A + B).PosDef)
    (hM : (A - B).PosDef) {a ω : Fin n → ℝ} (ha : ListsInOrder a (tdaEnergies A))
    (hω : ListsInOrder ω (excitationEnergies A B)) (k : Fin n) : ω k ≤ a k := by
  obtain ⟨hA, F, R, w, hw, hFR, hFF, hFPF⟩ := exists_modes hP hM
  obtain ⟨U, d, hU, hAU⟩ := orthogonal_eigenvectors hA
  have hpos : 0 < ω k := by
    have h : ω k ∈ excitationEnergies A B := by
      rw [← hω.2]
      exact Multiset.mem_map_of_mem _ (Finset.mem_univ k)
    exact (Multiset.mem_filter.mp h).2
  -- fewer modes lie below ω k than Tamm-Dancoff states lie at or below a k
  have hcard : (Finset.univ.filter (fun j => w j < ω k)).card <
      (Finset.univ.filter (fun i => d i ≤ a k)).card := by
    have e1 := congrArg (Multiset.countP (fun z => z ≤ a k))
      (ha.2.trans (roots_of_eigenvectors hAU (mul_eq_one_comm.mp hU)))
    have e2 := congrArg (Multiset.countP (fun z => z < ω k))
      (hω.2.trans (excitationEnergies_eq hw hFR hFF hFPF))
    rw [Multiset.countP_map, Multiset.countP_map] at e1 e2
    have e3 : (Finset.univ.filter (fun i => ω i < ω k)).card <
        (Finset.univ.filter (fun i => a i ≤ a k)).card := by
      refine Finset.card_lt_card (Finset.ssubset_iff_subset_ne.mpr ⟨fun i hi => ?_, fun h => ?_⟩)
      · have hi' := (Finset.mem_filter.mp hi).2
        exact Finset.mem_filter.mpr ⟨Finset.mem_univ i, ha.1 (hω.1.reflect_lt hi').le⟩
      · have hk : k ∈ Finset.univ.filter (fun i => ω i < ω k) := by
          rw [h]
          exact Finset.mem_filter.mpr ⟨Finset.mem_univ k, le_refl _⟩
        exact lt_irrefl _ (Finset.mem_filter.mp hk).2
    exact lt_of_eq_of_lt e2.symm (lt_of_lt_of_eq e3 e1)
  obtain ⟨c, hne, hI, hJ⟩ := exists_constrained ((diagonal w * R + Fᵀ) * U) _ _ hcard
  obtain ⟨x, hx⟩ : ∃ x, x = U *ᵥ c := ⟨_, rfl⟩
  obtain ⟨p, hp⟩ : ∃ p, p = R *ᵥ x := ⟨_, rfl⟩
  obtain ⟨q, hq⟩ : ∃ q, q = Fᵀ *ᵥ x := ⟨_, rfl⟩
  have hFp : F *ᵥ p = x := by rw [hp, mulVec_mulVec, hFR, one_mulVec]
  have hS : 0 < ∑ i, c i ^ 2 := by
    obtain ⟨i, hi⟩ := Function.ne_iff.mp hne
    exact Finset.sum_pos' (fun i _ => sq_nonneg _) ⟨i, Finset.mem_univ i, sq_pos_of_ne_zero hi⟩
  have hxx : x ⬝ᵥ x = ∑ i, c i ^ 2 := by
    have h := form_in_modes (Q := 1) (T := U) (d := fun _ => 1) (by simp [hU]) c
    simpa only [one_mulVec, one_mul, ← hx] using h
  have hAx : x ⬝ᵥ (A *ᵥ x) ≤ a k * ∑ i, c i ^ 2 := by
    rw [hx, form_in_modes (d := d) (by rw [mul_assoc, hAU, ← mul_assoc, hU, one_mul]) c,
      Finset.mul_sum]
    refine Finset.sum_le_sum fun i _ => ?_
    by_cases hi : d i ≤ a k
    · exact mul_le_mul_of_nonneg_right hi (sq_nonneg _)
    · rw [hI i (fun h => hi (Finset.mem_filter.mp h).2)]
      simp
  have hPx : x ⬝ᵥ ((A + B) *ᵥ x) = ∑ j, w j ^ 2 * p j ^ 2 := by
    have h := form_in_modes hFPF p
    rwa [hFp] at h
  have hMx : x ⬝ᵥ ((A - B) *ᵥ x) = ∑ j, q j ^ 2 := by
    rw [← hFF, ← mulVec_mulVec, dotProduct_mulVec, ← mulVec_transpose, ← hq]
    exact Finset.sum_congr rfl fun j _ => (pow_two _).symm
  have hpq : ∑ j, p j * q j = x ⬝ᵥ x := by
    change p ⬝ᵥ q = _
    rw [hq, dotProduct_mulVec, vecMul_transpose, hFp]
  have hsum : x ⬝ᵥ ((A + B) *ᵥ x) + x ⬝ᵥ ((A - B) *ᵥ x) = 2 * (x ⬝ᵥ (A *ᵥ x)) := by
    rw [add_mulVec, sub_mulVec, dotProduct_add, dotProduct_sub]
    ring
  -- comparison mode by mode
  have hmode : ∑ j, 2 * ω k * (p j * q j) ≤ ∑ j, (w j ^ 2 * p j ^ 2 + q j ^ 2) := by
    refine Finset.sum_le_sum fun j _ => ?_
    by_cases hj : w j < ω k
    · have h := hJ j (Finset.mem_filter.mpr ⟨Finset.mem_univ j, hj⟩)
      rw [← mulVec_mulVec, ← hx, add_mulVec, ← mulVec_mulVec, ← hp, ← hq, Pi.add_apply,
        mulVec_diagonal] at h
      have hqj : q j = -(w j * p j) := by linarith
      have h1 : 0 ≤ ω k * w j * p j ^ 2 :=
        mul_nonneg (mul_nonneg hpos.le (hw j).le) (sq_nonneg _)
      rw [hqj]
      nlinarith [sq_nonneg (w j * p j)]
    · have h1 : ω k ^ 2 ≤ w j ^ 2 := pow_le_pow_left₀ hpos.le (not_lt.mp hj) 2
      nlinarith [sq_nonneg (ω k * p j - q j), mul_nonneg (sub_nonneg.mpr h1) (sq_nonneg (p j))]
  rw [← Finset.mul_sum, Finset.sum_add_distrib, hpq, hxx, ← hPx, ← hMx, hsum] at hmode
  exact le_of_mul_le_mul_right (by linarith) hS

end

end TammDancoffOrderedSpectrum
```

The conclusion is $\omega_k\le a_k$ for every $k$. It concerns energies only, with $A$ and $B$ given and independent of frequency.

Let $I=\{i:d_i\le a_k\}$ and $J=\{j:w_j<\omega_k\}$, where $d_i$ are now the eigenvalues of $A$ and $U$ holds its eigenvectors. Sorting gives $|J|\le k<k+1\le|I|$ (`hcard`). Hence some nonzero $x=Uc$, with $c$ supported on $I$, satisfies $w_jp_j+q_j=0$ for $j\in J$, where $p=F^{-1}x$ and $q=F^Tx$. Moreover,
$$2x^TAx=\sum_j(w_j^2p_j^2+q_j^2),\qquad x^Tx=\sum_jp_jq_j.$$

In `hmode`, each term obeys $2\omega_kp_jq_j\le w_j^2p_j^2+q_j^2$:

- For $j\in J$, $q_j=-w_jp_j$ makes the left side nonpositive.
- Otherwise $w_j\ge\omega_k$, and $(\omega_kp_j-q_j)^2\ge0$ suffices.

`nlinarith` completes both cases from these squares. Summing, and using the support of $c$ (`hAx`), gives
$$\omega_k\,x^Tx\le x^TAx\le a_k\,x^Tx.$$
Division by $x^Tx=\sum_i c_i^2>0$ finishes the proof.

```lean
#print axioms TammDancoffOrderedSpectrum.exists_ordered_energies
-- 'TammDancoffOrderedSpectrum.exists_ordered_energies' depends on axioms: [propext, Classical.choice, Quot.sound]
#print axioms TammDancoffOrderedSpectrum.excitation_le_tammDancoff
-- 'TammDancoffOrderedSpectrum.excitation_le_tammDancoff' depends on axioms: [propext, Classical.choice, Quot.sound]
```
